# Slater's diagonal sum rule in five sectors fixes the term energies of d²

For two electrons in a d shell, the theorem takes five real numbers as candidate energies of the terms ¹S, ³P, ¹D, ³F and ¹G. It states that they equal the usual linear expressions in the Slater parameters F₀, F₂ and F₄ exactly when their sums match the diagonal sums of the Coulomb repulsion in five sectors of given M_L and M_S. The model keeps only this repulsion within the d² configuration, with the L(L+1) and pairing corrections set to zero, and the three parameters may be any real numbers. The proof first computes the five diagonal sums from tables of Gaunt coefficients, then obtains both directions by linear arithmetic.

Lean 4 with Mathlib refuses this proof:

```lean
import Mathlib

namespace DiagonalSumRule

noncomputable section

/-- Coefficients of F₀, F₂, F₄, of Trees' L(L+1) correction and of the pairing correction
in the d² terms, ordered ¹S, ³P, ¹D, ³F, ¹G. -/
def termVector : Fin 5 → Fin 5 → ℝ :=
  ![![1, 1, 1, 1, 1],
    ![14, 7, -3, -8, 4],
    ![126, -84, 36, -9, 1],
    ![0, 2, 6, 12, 20],
    ![1, 0, 0, 0, 0]]

/-- Model energies of the five d² terms for the parameters `p` = (F₀, F₂, F₄, α, β), where
α multiplies L(L+1) and β is the pairing shift. -/
def levels (p : Fin 5 → ℝ) (t : Fin 5) : ℝ := ∑ k, p k * termVector k t

/-- Diagonal Gaunt coefficients of rank 2, times 7, for d orbitals m = 2, 1, 0, -1, -2. -/
def gauntTwo : Fin 5 → ℝ := ![-2, 1, 2, 1, -2]

/-- Diagonal Gaunt coefficients of rank 4, times 21, for d orbitals m = 2, 1, 0, -1, -2. -/
def gauntFour : Fin 5 → ℝ := ![1, -4, 6, -4, 1]

/-- Squared Gaunt coefficients of rank 2, times 49, between d orbitals m = 2, 1, 0, -1, -2. -/
def gauntSqTwo : Fin 5 → Fin 5 → ℝ :=
  ![![4, 6, 4, 0, 0], ![6, 1, 1, 6, 0], ![4, 1, 4, 1, 4], ![0, 6, 1, 1, 6], ![0, 0, 4, 6, 4]]

/-- Squared Gaunt coefficients of rank 4, times 441, between d orbitals m = 2, 1, 0, -1, -2. -/
def gauntSqFour : Fin 5 → Fin 5 → ℝ :=
  ![![1, 5, 15, 35, 70], ![5, 16, 30, 40, 35], ![15, 30, 36, 30, 15],
    ![35, 40, 30, 16, 5], ![70, 35, 15, 5, 1]]

/-- Direct Coulomb integral between two d orbitals, with F₂ = F²/49 and F₄ = F⁴/441. -/
def direct (F0 F2 F4 : ℝ) (i j : Fin 5) : ℝ :=
  F0 + gauntTwo i * gauntTwo j * F2 + gauntFour i * gauntFour j * F4

/-- Exchange integral between two d orbitals, with F₂ = F²/49 and F₄ = F⁴/441. -/
def exchange (F0 F2 F4 : ℝ) (i j : Fin 5) : ℝ :=
  (if i = j then F0 else 0) + gauntSqTwo i j * F2 + gauntSqFour i j * F4

/-- The model energies of ¹S, ³P, ¹D, ³F and ¹G written out in the five parameters. -/
theorem levels_apply (p : Fin 5 → ℝ) :
    levels p 0 = p 0 + 14 * p 1 + 126 * p 2 + p 4 ∧
    levels p 1 = p 0 + 7 * p 1 - 84 * p 2 + 2 * p 3 ∧
    levels p 2 = p 0 - 3 * p 1 + 36 * p 2 + 6 * p 3 ∧
    levels p 3 = p 0 - 8 * p 1 - 9 * p 2 + 12 * p 3 ∧
    levels p 4 = p 0 + 4 * p 1 + p 2 + 20 * p 3 := by
  simp only [levels, Fin.sum_univ_five]
  -- insert the tabulated coefficients term by term
  refine ⟨?_, ?_, ?_, ?_, ?_⟩
  · change p 0 * 1 + p 1 * 14 + p 2 * 126 + p 3 * 0 + p 4 * 1 = _
    ring
  · change p 0 * 1 + p 1 * 7 + p 2 * (-84) + p 3 * 2 + p 4 * 0 = _
    ring
  · change p 0 * 1 + p 1 * (-3) + p 2 * 36 + p 3 * 6 + p 4 * 0 = _
    ring
  · change p 0 * 1 + p 1 * (-8) + p 2 * (-9) + p 3 * 12 + p 4 * 0 = _
    ring
  · change p 0 * 1 + p 1 * 4 + p 2 * 1 + p 3 * 20 + p 4 * 0 = _
    ring

/-- Five term energies obey Slater's diagonal sum rule in the sectors
(M_L, M_S) = (4,0), (3,1), (1,1), (2,0), (0,0) exactly when they are the model energies
with both corrections switched off. -/
theorem diagonal_sum_rule (F0 F2 F4 : ℝ) (E : Fin 5 → ℝ) :
    E = levels ![F0, F2, F4, 0, 0] ↔
      E 4 = direct F0 F2 F4 0 0 ∧
      E 3 = direct F0 F2 F4 0 1 - exchange F0 F2 F4 0 1 ∧
      E 3 + E 1 = (direct F0 F2 F4 0 3 - exchange F0 F2 F4 0 3)
        + (direct F0 F2 F4 1 2 - exchange F0 F2 F4 1 2) ∧
      E 4 + E 3 + E 2 = 2 * direct F0 F2 F4 0 2 + direct F0 F2 F4 1 1 ∧
      E 4 + E 3 + E 2 + E 1 + E 0 = 2 * direct F0 F2 F4 0 4
        + 2 * direct F0 F2 F4 1 3 + direct F0 F2 F4 2 2 := by
  obtain ⟨a0, a1, a2, a3, a4⟩ := levels_apply ![F0, F2, F4, 0, 0]
  simp at a0 a1 a2 a3 a4
  -- the traces of the Coulomb repulsion in the five sectors
  have s4 : direct F0 F2 F4 0 0 = F0 + 4 * F2 + F4 := by
    norm_num [direct, gauntTwo, gauntFour] <;> ring
  have s3 : direct F0 F2 F4 0 1 - exchange F0 F2 F4 0 1 = F0 - 8 * F2 - 9 * F4 := by
    norm_num [direct, exchange, gauntTwo, gauntFour, gauntSqTwo, gauntSqFour] <;> ring
  have s1 : (direct F0 F2 F4 0 3 - exchange F0 F2 F4 0 3)
      + (direct F0 F2 F4 1 2 - exchange F0 F2 F4 1 2) = 2 * F0 - F2 - 93 * F4 := by
    norm_num [direct, exchange, gauntTwo, gauntFour, gauntSqTwo, gauntSqFour] <;> ring
  have s2 : 2 * direct F0 F2 F4 0 2 + direct F0 F2 F4 1 1
      = 3 * F0 - 7 * F2 + 28 * F4 := by
    norm_num [direct, gauntTwo, gauntFour] <;> ring
  have s0 : 2 * direct F0 F2 F4 0 4 + 2 * direct F0 F2 F4 1 3 + direct F0 F2 F4 2 2
      = 5 * F0 + 14 * F2 + 70 * F4 := by
    norm_num [direct, gauntTwo, gauntFour] <;> ring
  rw [s4, s3, s1, s2, s0]
  constructor
  · rintro rfl
    refine ⟨?_, ?_, ?_, ?_, ?_⟩ <;> linarith
  · rintro ⟨h4, h3, h1, h2, h0⟩
    have e0 : E 0 = levels ![F0, F2, F4, 0, 0] 0 := by linarith
    have e1 : E 1 = levels ![F0, F2, F4, 0, 0] 1 := by linarith
    have e2 : E 2 = levels ![F0, F2, F4, 0, 0] 2 := by linarith
    have e3 : E 3 = levels ![F0, F2, F4, 0, 0] 3 := by linarith
    have e4 : E 4 = levels ![F0, F2, F4, 0, 0] 4 := by linarith
    funext t
    fin_cases t
    exacts [e0, e1, e2, e3, e4]

end

end DiagonalSumRule
```

Messages:

```
Try this:
  [apply] ring_nf
  
  The `ring` tactic failed to close the goal. Use `ring_nf` to obtain a normal form.
    
  Note that `ring` works primarily in *commutative* rings. If you have a noncommutative ring, abelian group or module, consider using `noncomm_ring`, `abel` or `module` instead.
Main.lean:84:81: error: unsolved goals
F0 F2 F4 : ℝ
E : Fin 5 → ℝ
a0 : levels ![F0, F2, F4, 0, 0] 0 = F0 + 14 * F2 + 126 * F4
a1 : levels ![F0, F2, F4, 0, 0] 1 = F0 + 7 * F2 - 84 * F4
a2 : levels ![F0, F2, F4, 0, 0] 2 = F0 - 3 * F2 + 36 * F4
a3 : levels ![F0, F2, F4, 0, 0] 3 = F0 - 8 * F2 - 9 * F4
a4 : levels ![F0, F2, F4, 0, 0] 4 = F0 + 4 * F2 + F4
s4 : direct F0 F2 F4 0 0 = F0 + 4 * F2 + F4
s3 : direct F0 F2 F4 0 1 - exchange F0 F2 F4 0 1 = F0 - 8 * F2 - 9 * F4
⊢ ((F0 * 2 - ![-2, 1, 2, 1, -2] 3 * F2 * 2 - F2 * ![4, 6, 4, 0, 0] 3 + F2 * ![-2, 1, 2, 1, -2] 2 -
                  F2 * ![6, 1, 1, 6, 0] 2 +
                ![1, -4, 6, -4, 1] 3 * F4 -
              F4 * ![1, 5, 15, 35, 70] 3 -
            F4 * ![1, -4, 6, -4, 1] 2 * 4 -
          F4 * ![5, 16, 30, 40, 35] 2 -
        if 0 = 3 then F0 else 0) -
      if 1 = 2 then F0 else 0) =
    F0 * 2 - F2 - F4 * 93
Try this:
  [apply] ring_nf
  
  The `ring` tactic failed to close the goal. Use `ring_nf` to obtain a normal form.
    
  Note that `ring` works primarily in *commutative* rings. If you have a noncommutative ring, abelian group or module, consider using `noncomm_ring`, `abel` or `module` instead.
Main.lean:87:37: error: unsolved goals
F0 F2 F4 : ℝ
E : Fin 5 → ℝ
a0 : levels ![F0, F2, F4, 0, 0] 0 = F0 + 14 * F2 + 126 * F4
a1 : levels ![F0, F2, F4, 0, 0] 1 = F0 + 7 * F2 - 84 * F4
a2 : levels ![F0, F2, F4, 0, 0] 2 = F0 - 3 * F2 + 36 * F4
a3 : levels ![F0, F2, F4, 0, 0] 3 = F0 - 8 * F2 - 9 * F4
a4 : levels ![F0, F2, F4, 0, 0] 4 = F0 + 4 * F2 + F4
s4 : direct F0 F2 F4 0 0 = F0 + 4 * F2 + F4
s3 : direct F0 F2 F4 0 1 - exchange F0 F2 F4 0 1 = F0 - 8 * F2 - 9 * F4
s1 : direct F0 F2 F4 0 3 - exchange F0 F2 F4 0 3 + (direct F0 F2 F4 1 2 - exchange F0 F2 F4 1 2) = 2 * F0 - F2 - 93 * F4
⊢ F0 * 3 - ![-2, 1, 2, 1, -2] 2 * F2 * 4 + F2 + ![1, -4, 6, -4, 1] 2 * F4 * 2 + F4 * 16 = F0 * 3 - F2 * 7 + F4 * 28
Try this:
  [apply] ring_nf
  
  The `ring` tactic failed to close the goal. Use `ring_nf` to obtain a normal form.
    
  Note that `ring` works primarily in *commutative* rings. If you have a noncommutative ring, abelian group or module, consider using `noncomm_ring`, `abel` or `module` instead.
Main.lean:90:38: error: unsolved goals
F0 F2 F4 : ℝ
E : Fin 5 → ℝ
a0 : levels ![F0, F2, F4, 0, 0] 0 = F0 + 14 * F2 + 126 * F4
a1 : levels ![F0, F2, F4, 0, 0] 1 = F0 + 7 * F2 - 84 * F4
a2 : levels ![F0, F2, F4, 0, 0] 2 = F0 - 3 * F2 + 36 * F4
a3 : levels ![F0, F2, F4, 0, 0] 3 = F0 - 8 * F2 - 9 * F4
a4 : levels ![F0, F2, F4, 0, 0] 4 = F0 + 4 * F2 + F4
s4 : direct F0 F2 F4 0 0 = F0 + 4 * F2 + F4
s3 : direct F0 F2 F4 0 1 - exchange F0 F2 F4 0 1 = F0 - 8 * F2 - 9 * F4
s1 : direct F0 F2 F4 0 3 - exchange F0 F2 F4 0 3 + (direct F0 F2 F4 1 2 - exchange F0 F2 F4 1 2) = 2 * F0 - F2 - 93 * F4
s2 : 2 * direct F0 F2 F4 0 2 + direct F0 F2 F4 1 1 = 3 * F0 - 7 * F2 + 28 * F4
⊢ F0 * 5 - ![-2, 1, 2, 1, -2] 4 * F2 * 4 + F2 * ![-2, 1, 2, 1, -2] 3 * 2 + F2 * ![-2, 1, 2, 1, -2] 2 ^ 2 +
          ![1, -4, 6, -4, 1] 4 * F4 * 2 -
        F4 * ![1, -4, 6, -4, 1] 3 * 8 +
      F4 * ![1, -4, 6, -4, 1] 2 ^ 2 =
    F0 * 5 + F2 * 14 + F4 * 70
```

Diagnosis. The three errors are in `s1`, `s2` and `s0`, where `norm_num` unfolds the definitions but leaves table entries such as `![-2, 1, 2, 1, -2] 3` unevaluated. Entries at indices 0 and 1 are reached by ordinary simp lemmas, but those at 2, 3 and 4 need a simproc, a simplification procedure that `simp` runs by default and `norm_num` does not. The tests `0 = 3` and `1 = 2` between orbital indices in `s1` stay undecided for the same reason. `ring` treats all these leftovers as unknown quantities, so it cannot prove the equalities, although they are true.

In these three steps the repair replaces `norm_num` with `simp`, which reads off the entries and settles the tests, leaving identities that `ring` can prove. `s4` and `s3` use only indices 0 and 1 and already worked. Dropping the unused `ring` from `s4` and putting `ring` on its own line instead of after `<;>` are mere tidying.

Lean accepts the file once it reads:

```diff
@@ -78,16 +78,20 @@
   -- the traces of the Coulomb repulsion in the five sectors
   have s4 : direct F0 F2 F4 0 0 = F0 + 4 * F2 + F4 := by
-    norm_num [direct, gauntTwo, gauntFour] <;> ring
+    norm_num [direct, gauntTwo, gauntFour]
   have s3 : direct F0 F2 F4 0 1 - exchange F0 F2 F4 0 1 = F0 - 8 * F2 - 9 * F4 := by
-    norm_num [direct, exchange, gauntTwo, gauntFour, gauntSqTwo, gauntSqFour] <;> ring
+    norm_num [direct, exchange, gauntTwo, gauntFour, gauntSqTwo, gauntSqFour]
+    ring
   have s1 : (direct F0 F2 F4 0 3 - exchange F0 F2 F4 0 3)
       + (direct F0 F2 F4 1 2 - exchange F0 F2 F4 1 2) = 2 * F0 - F2 - 93 * F4 := by
-    norm_num [direct, exchange, gauntTwo, gauntFour, gauntSqTwo, gauntSqFour] <;> ring
+    simp [direct, exchange, gauntTwo, gauntFour, gauntSqTwo, gauntSqFour]
+    ring
   have s2 : 2 * direct F0 F2 F4 0 2 + direct F0 F2 F4 1 1
       = 3 * F0 - 7 * F2 + 28 * F4 := by
-    norm_num [direct, gauntTwo, gauntFour] <;> ring
+    simp [direct, gauntTwo, gauntFour]
+    ring
   have s0 : 2 * direct F0 F2 F4 0 4 + 2 * direct F0 F2 F4 1 3 + direct F0 F2 F4 2 2
       = 5 * F0 + 14 * F2 + 70 * F4 := by
-    norm_num [direct, gauntTwo, gauntFour] <;> ring
+    simp [direct, gauntTwo, gauntFour]
+    ring
   rw [s4, s3, s1, s2, s0]
   constructor
```
